# Commuting a one-body operator with a fermionic creation operator applies its matrix to the created orbital

Take a Hamiltonian for non-interacting electrons, \(G(A)=\sum_{pq}A_{pq}c_pa_q\), and let it act on a product of \(N\) creation operators applied to the vacuum. A direct calculation takes each term \(c_pa_q\) and anticommutes its \(a_q\) through the product towards the vacuum, and each exchange brings a sign and perhaps a Kronecker delta. The bookkeeping grows with \(N\) and hides a simple answer.

For finitely many modes, the rule is \([G(A),c(f)]=c(Af)\), where \(c(f)=\sum_pf_pc_p\) creates a particle in the orbital with coefficients \(f_p\). The many-particle operator then acts through the one-particle matrix \(A\), one orbital at a time.

In Lean 4 with Mathlib:

```lean
import Mathlib

open Matrix

namespace OneBodyOperators

noncomputable section
```

## Modes, one-body operators and orbitals

The operators \(c_p\) and \(a_p\) create and annihilate a particle in mode \(p\), which may be a spin orbital or a lattice site with spin. They obey

\[
\{c_p,c_q\}=0,\qquad \{a_p,a_q\}=0,\qquad \{a_p,c_q\}=\delta_{pq},
\]

where \(\{X,Y\}=XY+YX\). These relations encode Pauli exclusion and the orthonormality of the modes.

```lean
/-- The canonical anticommutation relations for creation operators `c p` and
annihilation operators `a p`. -/
structure IsCAR {n R : Type*} [DecidableEq n] [Ring R] (c a : n → R) : Prop where
  cc : ∀ p q, c p * c q + c q * c p = 0
  aa : ∀ p q, a p * a q + a q * a p = 0
  ac : ∀ p q, a p * c q + c q * a p = if p = q then 1 else 0
```

`IsCAR c a` states these relations for two families in a ring `R`, indexed by `n`. It does not require \(a_p=c_p^\dagger\), and no inner product appears.

A matrix of one-particle amplitudes defines the one-body operator

\[
G(A)=\sum_{p,q}A_{pq}\,c_pa_q .
\]

```lean
/-- The one-body operator `G(A) = ∑ A_pq c_p a_q` of a complex matrix `A`. -/
def oneBody {n R : Type*} [Fintype n] [Ring R] [Algebra ℂ R]
    (A : Matrix n n ℂ) (c a : n → R) : R :=
  ∑ p, ∑ q, A p q • (c p * a q)
```

The matrix \(A\) is an arbitrary complex matrix. A physical Hamiltonian would have it Hermitian, but the commutators do not use that. The symbol `•` multiplies an operator by a complex number.

An orbital with coefficient vector \(f\) is filled by

\[
c(f)=\sum_p f_p\,c_p ,
\]

which is linear in \(f\), without complex conjugation.

```lean
/-- The operator `c(f) = ∑ f_p c_p` that creates a particle in the orbital `f`. -/
def create {n R : Type*} [Fintype n] [Ring R] [Algebra ℂ R]
    (c : n → R) (f : n → ℂ) : R :=
  ∑ p, f p • c p
```

The relations can be realised concretely. For one mode, take \(s=\begin{pmatrix}0&1\\0&0\end{pmatrix}\) and \(t=\begin{pmatrix}0&0\\1&0\end{pmatrix}\), so that \(s^2=t^2=0\) and \(st+ts=1\). With \(Z=\mathrm{diag}(1,-1)\), two modes are

\[
a_0=s\otimes 1,\quad c_0=t\otimes 1,\quad a_1=Z\otimes s,\quad c_1=Z\otimes t .
\]

The factor \(Z\) supplies the sign that makes different modes anticommute.

```lean
/-- Two fermionic modes written as 4 × 4 Jordan–Wigner matrices, in 2 × 2 blocks,
satisfy the canonical anticommutation relations. -/
theorem isCAR_witness :
    IsCAR (R := Matrix (Fin 2 ⊕ Fin 2) (Fin 2 ⊕ Fin 2) ℂ)
      ![fromBlocks 0 0 1 0, fromBlocks !![0, 0; 1, 0] 0 0 (-!![0, 0; 1, 0])]
      ![fromBlocks 0 1 0 0, fromBlocks !![0, 1; 0, 0] 0 0 (-!![0, 1; 0, 0])] := by
  -- the block products only need the relations of a single mode `s`, `t`
  have key : ∀ s t : Matrix (Fin 2) (Fin 2) ℂ, s * s = 0 → t * t = 0 →
      s * t + t * s = 1 →
      IsCAR (R := Matrix (Fin 2 ⊕ Fin 2) (Fin 2 ⊕ Fin 2) ℂ)
        ![fromBlocks 0 0 1 0, fromBlocks t 0 0 (-t)]
        ![fromBlocks 0 1 0 0, fromBlocks s 0 0 (-s)] := by
    intro s t hs ht hst
    constructor <;> intro p q <;> fin_cases p <;> fin_cases q <;>
      simp [fromBlocks_multiply, fromBlocks_add, hs, ht, hst]
  refine key !![0, 1; 0, 0] !![0, 0; 1, 0] ?_ ?_ ?_ <;> ext i j <;>
    fin_cases i <;> fin_cases j <;>
    simp [Matrix.mul_apply, Fin.sum_univ_succ]
```

The proof multiplies the \(2\times2\) blocks using only the three relations for \(s\) and \(t\), then checks those relations entry by entry.

## Moving a single hop past a single operator

Adding and subtracting \(c_pc_ra_q\) turns the commutator into anticommutators:

\[
[c_pa_q,c_r]=c_p\{a_q,c_r\}-\{c_p,c_r\}a_q=\delta_{qr}c_p .
\]

```lean
section Algebra

variable {n R : Type*} [DecidableEq n] [Ring R] {c a : n → R}

/-- For CAR modes, `[c_p a_q, c_r] = δ_qr c_p`. -/
theorem hop_comm_creator (h : IsCAR c a) (p q r : n) :
    c p * a q * c r - c r * (c p * a q) = if q = r then c p else 0 := by
  -- collect the products into anticommutators
  calc c p * a q * c r - c r * (c p * a q)
      = c p * (a q * c r + c r * a q) - (c p * c r + c r * c p) * a q := by
        noncomm_ring
    _ = if q = r then c p else 0 := by
        rw [h.ac, h.cc]
        split_ifs <;> simp
```

`noncomm_ring` verifies the regrouping without exchanging any factors; the CAR fields `ac` and `cc` then evaluate the two brackets.

For an annihilation operator the surviving term is the second one, which carries the minus sign:

\[
[c_pa_q,a_r]=c_p\{a_q,a_r\}-\{a_r,c_p\}a_q=-\delta_{rp}a_q .
\]

```lean
/-- For CAR modes, `[c_p a_q, a_r] = -δ_rp a_q`. -/
theorem hop_comm_annihilator (h : IsCAR c a) (p q r : n) :
    c p * a q * a r - a r * (c p * a q) = -(if r = p then a q else 0) := by
  calc c p * a q * a r - a r * (c p * a q)
      = c p * (a q * a r + a r * a q) - (a r * c p + c p * a r) * a q := by
        noncomm_ring
    _ = -(if r = p then a q else 0) := by
        rw [h.ac, h.aa]
        split_ifs <;> simp
```

## Summing the hops against the matrix

The commutator is linear in \(G(A)\), so

\[
[G(A),c_r]=\sum_{p,q}A_{pq}\delta_{qr}c_p=\sum_pA_{pr}c_p .
\]

Column \(r\) of \(A\) appears.

```lean
variable [Fintype n] [Algebra ℂ R]

/-- For finitely many CAR modes, `[G(A), c_r] = ∑_p A_pr c_p`: the creation operators
transform with the columns of `A`. -/
theorem oneBody_comm_creator (h : IsCAR c a) (A : Matrix n n ℂ) (r : n) :
    oneBody A c a * c r - c r * oneBody A c a = ∑ p, A p r • c p := by
  calc oneBody A c a * c r - c r * oneBody A c a
      = ∑ p, ∑ q, A p q • (c p * a q * c r - c r * (c p * a q)) := by
        simp only [oneBody, Finset.sum_mul, Finset.mul_sum, smul_mul_assoc,
          mul_smul_comm, smul_sub, Finset.sum_sub_distrib]
    _ = ∑ p, A p r • c p := by
        simp only [hop_comm_creator h]
        simp
```

For \(a_q\), with the summation indices named \(p,r\),

\[
[G(A),a_q]=-\sum_{p,r}A_{pr}\delta_{qp}a_r=-\sum_rA_{qr}a_r ,
\]

and row \(q\) appears instead.

```lean
/-- For finitely many CAR modes, `[G(A), a_q] = -∑_r A_qr a_r`: the annihilation
operators transform with the rows of `A` and a minus sign. -/
theorem oneBody_comm_annihilator (h : IsCAR c a) (A : Matrix n n ℂ) (q : n) :
    oneBody A c a * a q - a q * oneBody A c a = -∑ r, A q r • a r := by
  calc oneBody A c a * a q - a q * oneBody A c a
      = ∑ p, ∑ r, A p r • (c p * a r * a q - a q * (c p * a r)) := by
        simp only [oneBody, Finset.sum_mul, Finset.mul_sum, smul_mul_assoc,
          mul_smul_comm, smul_sub, Finset.sum_sub_distrib]
    _ = -∑ r, A q r • a r := by
        simp only [hop_comm_annihilator h]
        rw [Finset.sum_comm]
        simp
```

In both proofs the first step distributes the commutator over the double sum, and the second inserts the single-hop result and collapses the delta.

With a single mode and \(A=(\varepsilon)\), the two formulas reduce to \([\varepsilon ca,c]=\varepsilon c\) and \([\varepsilon ca,a]=-\varepsilon a\): creation adds \(\varepsilon\) to the energy, and annihilation subtracts it.

For a general orbital, linearity and an exchange of the finite sums give

\[
[G(A),c(f)]=\sum_rf_r\sum_pA_{pr}c_p
=\sum_p\Bigl(\sum_rA_{pr}f_r\Bigr)c_p=c(Af).
\]

```lean
/-- For finitely many CAR modes, `[G(A), c(f)] = c(Af)`: commuting with the one-body
operator applies the matrix `A` to the created orbital. -/
theorem oneBody_comm_create (h : IsCAR c a) (A : Matrix n n ℂ) (f : n → ℂ) :
    oneBody A c a * create c f - create c f * oneBody A c a = create c (A *ᵥ f) := by
  calc oneBody A c a * create c f - create c f * oneBody A c a
      = ∑ r, f r • (oneBody A c a * c r - c r * oneBody A c a) := by
        simp only [create, Finset.sum_mul, Finset.mul_sum, smul_mul_assoc,
          mul_smul_comm, smul_sub, Finset.sum_sub_distrib]
    _ = create c (A *ᵥ f) := by
        simp only [oneBody_comm_creator h, create, Matrix.mulVec, dotProduct,
          Finset.smul_sum, Finset.sum_smul, smul_smul]
        rw [Finset.sum_comm]
        exact Finset.sum_congr rfl fun p _ =>
          Finset.sum_congr rfl fun r _ => by rw [mul_comm]
```

Here `A *ᵥ f` is the matrix-vector product \(Af\), and `Finset.sum_comm` exchanges the sums.

The two mode formulas have a neighbour, obtained by applying the product rule to each \(c_pa_q\) in \(G(B)\):

\[
[G(A),G(B)]=\sum_{p,q}B_{pq}\bigl([G(A),c_p]a_q+c_p[G(A),a_q]\bigr)=G(AB-BA).
\]

This last identity is derived here in prose only and has no theorem in the code.

## Repeated commutators

Write \(\mathrm{ad}_G(X)=[G(A),X]\). If \(\mathrm{ad}_G^k\,c(f)=c(A^kf)\), one more commutator gives \(c(A\,A^kf)=c(A^{k+1}f)\). The case \(k=0\) is \(c(f)\) itself, so for every \(k\)

\[
\mathrm{ad}_G^k\,c(f)=c(A^kf).
\]

```lean
/-- For finitely many CAR modes, the `k`-fold nested commutator
`[G(A), [G(A), … c(f)]]` equals `c(A^k f)`. -/
theorem nested_comm_create (h : IsCAR c a) (A : Matrix n n ℂ) (f : n → ℂ) (k : ℕ) :
    (fun X => oneBody A c a * X - X * oneBody A c a)^[k] (create c f)
      = create c ((A ^ k) *ᵥ f) := by
  induction k with
  | zero => simp
  | succ k ih =>
    rw [Function.iterate_succ_apply', ih]
    -- one more commutator supplies one more factor of `A`
    simp only [oneBody_comm_create h, Matrix.mulVec_mulVec, pow_succ']

end Algebra
```

The notation `^[k]` means that the commutator map is applied \(k\) times. These nested commutators are the ones that enter the Heisenberg series for \(c(f)\) when \(G(A)\) is the Hamiltonian; the theorem concerns the individual terms, not the convergence of the series.

## Adding one orbital energy

Now let the operators act on states. Suppose \(G(A)\psi=E\psi\) and \(Af=\varepsilon f\). Then

\[
G(A)c(f)\psi=c(f)G(A)\psi+c(Af)\psi=(E+\varepsilon)\,c(f)\psi .
\]

```lean
section States

variable {n V : Type*} [DecidableEq n] [Fintype n] [AddCommGroup V] [Module ℂ V]
  {c a : n → Module.End ℂ V}

/-- For finitely many CAR modes acting on a state space, if `G(A)ψ = Eψ` and `Af = εf`, then
`G(A) c(f)ψ = (E + ε) c(f)ψ`. -/
theorem create_shifts_energy (h : IsCAR c a) (A : Matrix n n ℂ) {f : n → ℂ}
    {ψ : V} {E ε : ℂ} (hψ : oneBody A c a ψ = E • ψ) (hf : A *ᵥ f = ε • f) :
    oneBody A c a (create c f ψ) = (E + ε) • create c f ψ := by
  have hs : create c (ε • f) = ε • create c f := by
    simp [create, Finset.smul_sum, smul_smul]
  have h1 := oneBody_comm_create h A f
  rw [hf, hs] at h1
  -- let the operator identity act on `ψ`
  have h2 := congrArg (fun T : Module.End ℂ V => T ψ) h1
  simp only [LinearMap.sub_apply, Module.End.mul_apply, LinearMap.smul_apply,
    hψ, map_smul] at h2
  linear_combination (norm := module) h2
```

The state space `V` is any complex vector space, and `Module.End ℂ V` is the algebra of linear operators on it. The proof applies the commutator identity to \(\psi\) and rearranges. The numbers \(E\) and \(\varepsilon\) may be complex, since \(A\) need not be Hermitian.

## The energy of independent particles

Let \(\Omega\) be a vacuum, meaning \(a_q\Omega=0\) for every \(q\). Each term of \(G(A)\) ends in an annihilation operator, so \(G(A)\Omega=0\). Adding eigenorbitals \(Af_i=\varepsilon_if_i\) one at a time gives

\[
G(A)\,c(f_1)\cdots c(f_N)\Omega=(\varepsilon_1+\cdots+\varepsilon_N)\,c(f_1)\cdots c(f_N)\Omega .
\]

```lean
/-- Let finitely many CAR modes act on a state space and let every `a_q` annihilate `Ω`. If each
pair `(f, ε)` in a list satisfies `Af = εf`, then `G(A)` multiplies the product state
`c(f₁) ⋯ c(f_N) Ω` by the sum of the `ε`. -/
theorem oneBody_product_state (h : IsCAR c a) (A : Matrix n n ℂ) {Ω : V}
    (hΩ : ∀ q, a q Ω = 0) (L : List ((n → ℂ) × ℂ))
    (hL : ∀ x ∈ L, A *ᵥ x.1 = x.2 • x.1) :
    oneBody A c a ((L.map fun x => create c x.1).prod Ω)
      = (L.map Prod.snd).sum • (L.map fun x => create c x.1).prod Ω := by
  induction L with
  | nil => simp [oneBody, LinearMap.sum_apply, hΩ]
  | cons x L ih =>
    -- each further particle adds its own orbital energy
    have hrest := ih fun y hy => hL y (List.mem_cons_of_mem x hy)
    have hx : A *ᵥ x.1 = x.2 • x.1 := hL x List.mem_cons_self
    simp only [List.map_cons, List.prod_cons, List.sum_cons, Module.End.mul_apply]
    rw [add_comm x.2]
    exact create_shifts_energy h A hrest hx

end States

end

end OneBodyOperators
```

The list `L` holds the pairs \((f_i,\varepsilon_i)\). The induction starts from the empty list, which is the vacuum with energy zero, and each new pair uses the preceding theorem.

The equation does not say that the product state is non-zero. If an orbital is repeated, Pauli exclusion makes the product vanish and both sides are zero; normalisation is likewise left open.

In electronic structure, this is the statement that a Slater determinant of eigenorbitals has the sum of the orbital energies as its energy, for non-interacting electrons in a finite orthonormal basis. A non-zero two-body interaction, a combination of terms \(c_pc_qa_ra_s\), is not of the form \(G(A)\), and the formula does not cover it.

```lean
#print axioms OneBodyOperators.oneBody_comm_annihilator
#print axioms OneBodyOperators.oneBody_comm_create
#print axioms OneBodyOperators.nested_comm_create
#print axioms OneBodyOperators.oneBody_product_state
```

```
'OneBodyOperators.oneBody_comm_annihilator' depends on axioms: [propext, Classical.choice, Quot.sound]
'OneBodyOperators.oneBody_comm_create' depends on axioms: [propext, Classical.choice, Quot.sound]
'OneBodyOperators.nested_comm_create' depends on axioms: [propext, Classical.choice, Quot.sound]
'OneBodyOperators.oneBody_product_state' depends on axioms: [propext, Classical.choice, Quot.sound]
```
